# The symmetric product basis of an alloy grows as $(nS)^\nu/\nu!$ with the number of species $S$

Suppose the size of a body-order expansion is estimated by counting ordered products of neighbour functions. For 10 species, 5 channels per species and products of three factors, this gives $50^3 = 125\,000$ functions. The factors commute, however, so most of these products are repeats, and only $22\,100$ are labelled differently. The estimate has the right power of the number of species, but it is too large by a factor that approaches $3! = 6$ as species are added.

## Counting multisets of species-channel labels

Let $S$ be the number of species and $n$ the number of radial-angular channels for each species. A label is a pair (species, channel), so there are $N = Sn$ labels. Each label $a$ stands for a neighbour sum $A_a$, and a product function of correlation order $\nu$ is $A_{a_1}\cdots A_{a_\nu}$. Since the order of the factors is irrelevant, the function is specified by a multiset of $\nu$ labels. Let $B_\nu(S)$ be the number of such multisets. The claim is that, for fixed $n$ and $\nu$,

$$\lim_{S\to\infty}\frac{B_\nu(S)}{S^\nu}=\frac{n^\nu}{\nu!}.$$

For $N\ge 1$, write a multiset as a row of $\nu$ stars separated by $N-1$ bars, where the stars between consecutive bars count the uses of one label. Choosing the positions of the stars gives

$$B_\nu(S)=\binom{N+\nu-1}{\nu},\qquad \nu!\,B_\nu(S)=\prod_{i=0}^{\nu-1}(Sn+i).$$

The product formula also holds for $N=0$: both sides are 1 if $\nu=0$ and 0 otherwise. Each factor lies between $Sn$ and $Sn+\nu$, so at every finite $S$

$$(Sn)^\nu\le \nu!\,B_\nu(S)\le (Sn+\nu)^\nu .$$

For the limit, take one power of $S$ out of each factor:

$$\frac{B_\nu(S)}{S^\nu}=\frac{1}{\nu!}\prod_{i=0}^{\nu-1}\Big(n+\frac{i}{S}\Big)\longrightarrow\frac{n^\nu}{\nu!},$$

because the number of factors is fixed and each tends to $n$.

## Ordered products, lower orders and doubled alloys

If $n\ge1$, dividing the limit by $n^\nu$ compares the basis with the $(Sn)^\nu$ ordered products:

$$\frac{B_\nu(S)}{(Sn)^\nu}\longrightarrow\frac1{\nu!}.$$

A full expansion contains all orders up to $\nu$, so let $T_\nu(S)=\sum_{k=0}^{\nu}B_k(S)$. Then $T_0=B_0=1$, and

$$\frac{T_{\nu+1}(S)}{S^{\nu+1}}=\frac{T_\nu(S)}{S^\nu}\cdot\frac1S+\frac{B_{\nu+1}(S)}{S^{\nu+1}}.$$

If $T_\nu(S)/S^\nu$ has a finite limit, the first term vanishes as $S\to\infty$. By induction, $T_\nu(S)/S^\nu$ also tends to $n^\nu/\nu!$.

Finally, for $n\ge1$,

$$\frac{B_\nu(2S)}{B_\nu(S)}=2^\nu\,\frac{B_\nu(2S)/(2S)^\nu}{B_\nu(S)/S^\nu}\longrightarrow 2^\nu,$$

since numerator and denominator share the same nonzero limit.

The condition $n\ge1$ matters in both ratios. Take $n=0$ and $\nu=1$: there are no labels, and each ratio is $0/0$. Lean evaluates this as 0, so the limits would be 0 instead of 1 and 2.

For a linear interatomic potential with one coefficient per product function, these counts give the number of coefficients for one central species before rotational symmetrisation, provided every neighbour species has the same fixed number of channels and all products of these channels are kept. A cutoff on the total degree of a product would remove some of them. If each central species has its own set of coefficients, the total is $S$ times as large, and its leading power of $S$ is higher by one.

## The count in Lean

```lean
import Mathlib

open Filter Topology Finset

namespace BodyOrderBasisGrowth
```

The type `Fin S × Fin n` is the set of labels, and `Sym (Fin S × Fin n) ν` is the type of multisets of exactly `ν` of them. Its cardinality is $B_\nu(S)$.

```lean
/-- The number of symmetric product functions of correlation order `ν` for `S` species with
`n` channels each: the number of size-`ν` multisets of (species, channel) labels. -/
def basisSize (S n ν : ℕ) : ℕ := Fintype.card (Sym (Fin S × Fin n) ν)
```

The definition counts labels of functions. It does not address whether the functions are linearly independent, and it includes neither rotational coupling nor a separate set of coefficients for each central species. No cutoff links the channels of different factors.

The sum over `range (ν + 1)` runs over $k=0,\dots,\nu$ and gives $T_\nu(S)$, including the constant function at order zero.

```lean
/-- The number of symmetric product functions of all correlation orders from `0` to `ν`. -/
def totalSize (S n ν : ℕ) : ℕ := ∑ k ∈ range (ν + 1), basisSize S n k
```

The stars-and-bars identity is stated in natural numbers, with $\nu!$ on the left to avoid division. Mathlib supplies the number of multisets as `multichoose`; the rewrites turn it into a binomial coefficient and then into the rising product.

```lean
/-- Exact count at finite `S`: `ν!` times the basis size is the rising product
`(S n) (S n + 1) ⋯ (S n + ν - 1)`. -/
theorem factorial_mul_basisSize (S n ν : ℕ) :
    ν.factorial * basisSize S n ν = ∏ i ∈ range ν, (S * n + i) := by
  unfold basisSize
  simp only [Sym.card_sym_eq_multichoose, Fintype.card_prod, Fintype.card_fin]
  rw [Nat.multichoose_eq, ← Nat.ascFactorial_eq_factorial_mul_choose',
    Nat.ascFactorial_eq_prod_range]
```

The bounds follow by comparing this product factor by factor with a constant one. Membership in `range ν` gives $i<\nu$, and hence the inequality $i\le\nu$ used for the upper bound.

```lean
/-- Bounds at finite `S`: `ν!` times the basis size lies between `(S n)^ν` and
`(S n + ν)^ν`. -/
theorem basisSize_bounds (S n ν : ℕ) :
    (S * n) ^ ν ≤ ν.factorial * basisSize S n ν ∧
      ν.factorial * basisSize S n ν ≤ (S * n + ν) ^ ν := by
  rw [factorial_mul_basisSize]
  constructor
  · calc (S * n) ^ ν = ∏ _i ∈ range ν, (S * n) := by simp
      _ ≤ ∏ i ∈ range ν, (S * n + i) :=
        Finset.prod_le_prod (fun _ _ => Nat.zero_le _) (fun i _ => Nat.le_add_right _ _)
  · calc ∏ i ∈ range ν, (S * n + i) ≤ ∏ _i ∈ range ν, (S * n + ν) :=
        Finset.prod_le_prod (fun _ _ => Nat.zero_le _)
          (fun i hi => Nat.add_le_add_left (Finset.mem_range.mp hi).le _)
      _ = (S * n + ν) ^ ν := by simp
```

## The limits in Lean

In the main theorem the counts are cast to real numbers before division. `Tendsto … atTop (𝓝 L)` says that the sequence tends to `L` as `S` grows through the natural numbers. There is no condition on `n`; for $n\ge1$ the limit is positive and so fixes the leading growth.

The proof uses the exact product, not the bounds. `hfac` is the limit of one factor, $n+i/S\to n$, and `hprod` multiplies the $\nu$ limits and divides by $\nu!$. It remains to show that this expression equals $B_\nu(S)/S^\nu$ for $S>0$: `hc` is the counting identity in real numbers, `hp` extracts $S^\nu$, and `linear_combination` joins the two.

```lean
/-- At fixed `n` and `ν`, the basis size divided by `S^ν` tends to `n^ν / ν!` as `S` tends to
infinity. -/
theorem tendsto_basisSize (n ν : ℕ) :
    Tendsto (fun S : ℕ => (basisSize S n ν : ℝ) / (S : ℝ) ^ ν) atTop
      (𝓝 ((n : ℝ) ^ ν / (ν.factorial : ℝ))) := by
  -- each factor of the rising product, divided by `S`, tends to `n`
  have hfac : ∀ i ∈ range ν,
      Tendsto (fun S : ℕ => (n : ℝ) + (i : ℝ) / (S : ℝ)) atTop (𝓝 (n : ℝ)) := fun i _ => by
    simpa using (tendsto_const_div_atTop_nhds_zero_nat (i : ℝ)).const_add (n : ℝ)
  have hprod := (tendsto_finsetProd (range ν) hfac).div_const (ν.factorial : ℝ)
  simp only [Finset.prod_const, Finset.card_range] at hprod
  refine hprod.congr' ?_
  filter_upwards [eventually_gt_atTop 0] with S hS
  have hS' : (S : ℝ) ≠ 0 := Nat.cast_ne_zero.mpr hS.ne'
  have hf : (ν.factorial : ℝ) ≠ 0 := Nat.cast_ne_zero.mpr ν.factorial_ne_zero
  have hc : (ν.factorial : ℝ) * (basisSize S n ν : ℝ)
      = ∏ i ∈ range ν, ((S : ℝ) * (n : ℝ) + (i : ℝ)) := by
    exact_mod_cast factorial_mul_basisSize S n ν
  -- pull one power of `S` out of every factor
  have hp : ∏ i ∈ range ν, ((S : ℝ) * (n : ℝ) + (i : ℝ))
      = (S : ℝ) ^ ν * ∏ i ∈ range ν, ((n : ℝ) + (i : ℝ) / (S : ℝ)) := by
    calc ∏ i ∈ range ν, ((S : ℝ) * (n : ℝ) + (i : ℝ))
        = ∏ i ∈ range ν, ((S : ℝ) * ((n : ℝ) + (i : ℝ) / (S : ℝ))) :=
          Finset.prod_congr rfl (fun i _ => by field_simp)
      _ = _ := by rw [Finset.prod_mul_distrib, Finset.prod_const, Finset.card_range]
  rw [div_eq_div_iff hf (pow_ne_zero ν hS')]
  linear_combination -hc - hp
```

The comparison with ordered products divides the previous limit by $n^\nu$. The hypothesis `hn` makes the cancellation in `hl` legitimate.

```lean
/-- With at least one channel per species, the ratio of the symmetric basis size to the
number `(S n)^ν` of ordered label sequences tends to `1 / ν!`. -/
theorem tendsto_symmetric_fraction (n ν : ℕ) (hn : 1 ≤ n) :
    Tendsto (fun S : ℕ => (basisSize S n ν : ℝ) / ((S : ℝ) * (n : ℝ)) ^ ν) atTop
      (𝓝 (1 / (ν.factorial : ℝ))) := by
  have hn' : (n : ℝ) ≠ 0 := Nat.cast_ne_zero.mpr (by omega)
  have hf : (ν.factorial : ℝ) ≠ 0 := Nat.cast_ne_zero.mpr ν.factorial_ne_zero
  have h := (tendsto_basisSize n ν).div_const ((n : ℝ) ^ ν)
  have hl : (n : ℝ) ^ ν / (ν.factorial : ℝ) / (n : ℝ) ^ ν = 1 / (ν.factorial : ℝ) := by
    field_simp
  rw [hl] at h
  refine h.congr fun S => ?_
  rw [div_div, ← mul_pow]
```

For the whole expansion, the induction follows the recursion for $T_{\nu+1}$. `ih.mul hinv` is the suppressed contribution of the lower orders, and `hs` splits off the highest order.

```lean
/-- At fixed `n` and `ν`, the size of the whole expansion up to order `ν`, divided by `S^ν`, tends
to `n^ν / ν!` as `S` tends to infinity. -/
theorem tendsto_totalSize (n ν : ℕ) :
    Tendsto (fun S : ℕ => (totalSize S n ν : ℝ) / (S : ℝ) ^ ν) atTop
      (𝓝 ((n : ℝ) ^ ν / (ν.factorial : ℝ))) := by
  induction ν with
  | zero => simpa [totalSize] using tendsto_basisSize n 0
  | succ ν ih =>
    -- the lower orders are suppressed by a factor `1 / S`
    have hinv : Tendsto (fun S : ℕ => (1 : ℝ) / (S : ℝ)) atTop (𝓝 0) :=
      tendsto_const_div_atTop_nhds_zero_nat 1
    have h := (ih.mul hinv).add (tendsto_basisSize n (ν + 1))
    rw [mul_zero, zero_add] at h
    refine h.congr fun S => ?_
    have hs : totalSize S n (ν + 1) = totalSize S n ν + basisSize S n (ν + 1) :=
      Finset.sum_range_succ _ _
    rw [hs, Nat.cast_add, add_div, div_mul_div_comm, mul_one, ← pow_succ]
```

For the doubled alloy, `h1` evaluates the main limit along the sequence $2S$. The fact that the common limit is nonzero, `hL`, permits the division of limits, and `hnum` converts the power of $2S$ into a power of $S$, which then cancels.

```lean
/-- With at least one channel per species, doubling the number of species multiplies the
order-`ν` basis size by a factor that tends to `2^ν`. -/
theorem tendsto_doubling_ratio (n ν : ℕ) (hn : 1 ≤ n) :
    Tendsto (fun S : ℕ => (basisSize (2 * S) n ν : ℝ) / (basisSize S n ν : ℝ)) atTop
      (𝓝 ((2 : ℝ) ^ ν)) := by
  have hn' : (n : ℝ) ≠ 0 := Nat.cast_ne_zero.mpr (by omega)
  have hf : (ν.factorial : ℝ) ≠ 0 := Nat.cast_ne_zero.mpr ν.factorial_ne_zero
  have hL : (n : ℝ) ^ ν / (ν.factorial : ℝ) ≠ 0 := div_ne_zero (pow_ne_zero ν hn') hf
  have hd : Tendsto (fun S : ℕ => 2 * S) atTop atTop :=
    tendsto_atTop_mono (fun S => (by omega : S ≤ 2 * S)) tendsto_id
  have h1 : Tendsto (fun S : ℕ => (basisSize (2 * S) n ν : ℝ) / ((2 * S : ℕ) : ℝ) ^ ν) atTop
      (𝓝 ((n : ℝ) ^ ν / (ν.factorial : ℝ))) := (tendsto_basisSize n ν).comp hd
  -- compare both sizes with their leading powers
  have h := (h1.mul_const ((2 : ℝ) ^ ν)).div (tendsto_basisSize n ν) hL
  rw [mul_div_cancel_left₀ _ hL] at h
  refine h.congr' ?_
  filter_upwards [eventually_gt_atTop 0] with S hS
  have hS' : (S : ℝ) ≠ 0 := Nat.cast_ne_zero.mpr hS.ne'
  have hnum : (basisSize (2 * S) n ν : ℝ) / ((2 * S : ℕ) : ℝ) ^ ν * (2 : ℝ) ^ ν
      = (basisSize (2 * S) n ν : ℝ) / (S : ℝ) ^ ν := by
    rw [Nat.cast_mul, Nat.cast_ofNat, mul_pow]
    field_simp
  simp only [Pi.div_apply]
  rw [hnum, div_div_div_cancel_right₀ (pow_ne_zero ν hS')]

end BodyOrderBasisGrowth
```

```lean
#print axioms BodyOrderBasisGrowth.basisSize_bounds
-- 'BodyOrderBasisGrowth.basisSize_bounds' depends on axioms: [propext, Classical.choice, Quot.sound]
#print axioms BodyOrderBasisGrowth.tendsto_symmetric_fraction
-- 'BodyOrderBasisGrowth.tendsto_symmetric_fraction' depends on axioms: [propext, Classical.choice, Quot.sound]
#print axioms BodyOrderBasisGrowth.tendsto_totalSize
-- 'BodyOrderBasisGrowth.tendsto_totalSize' depends on axioms: [propext, Classical.choice, Quot.sound]
#print axioms BodyOrderBasisGrowth.tendsto_doubling_ratio
-- 'BodyOrderBasisGrowth.tendsto_doubling_ratio' depends on axioms: [propext, Classical.choice, Quot.sound]
```
